# The one-loop vacuum polarisation integral: $r/30$ at small and $(\log r)/6-5/18$ at large spacelike momentum

Let a photon carry spacelike momentum $q$, with $Q^2=-q^2\ge 0$ in the metric with signature $(+,-,-,-)$ and units $\hbar=c=1$. Let $m>0$ be the mass of the fermion in the loop, and put $r=Q^2/m^2$. With $x\in[0,1]$ the Feynman parameter and $w=x(1-x)$ its weight, the integral studied here is
$$P(r)=\int_0^1 x(1-x)\,\log\bigl(1+r\,x(1-x)\bigr)\,dx .$$
It vanishes at $r=0$, which reflects the subtraction of the charge renormalisation at zero momentum. The Feynman diagram and its regularisation are not formalised: the development starts from this integral.

```lean
import Mathlib

open MeasureTheory Filter Topology

namespace VacuumPolarisation

noncomputable section
```

In Lean, $P(r)$ is `loopIntegral r`, an integral over the real interval from 0 to 1 with the natural logarithm `Real.log`. The argument `r` is any real number, and the theorems add the sign condition that makes the momentum spacelike.

```lean
/-- The Feynman-parameter integral of one-loop vacuum polarisation, as a function of
the spacelike momentum transfer `r = Q² / m²`. -/
def loopIntegral (r : ℝ) : ℝ :=
  ∫ x in (0 : ℝ)..1, x * (1 - x) * Real.log (1 + r * (x * (1 - x)))
```

Let $a=1/\alpha(0)$ be the inverse fine-structure constant at zero momentum transfer. Summing the one-loop bubbles for one fermion of unit charge as a geometric series gives the inverse coupling
$$\frac{1}{\alpha(r)}=a-\frac{2}{\pi}P(r).$$
This formula is taken as a definition, and $a$ may be any real number.

```lean
/-- The one-loop inverse fine-structure constant at `r = Q² / m²`, where `a` is its value
at zero momentum transfer. -/
def inverseCoupling (a r : ℝ) : ℝ := a - 2 / Real.pi * loopIntegral r
```

## The integrand has no singularity at spacelike momentum

If $r\ge 0$ and $0\le x\le 1$, then $rw\ge 0$, so $1+rw\ge 1$. The logarithm is therefore continuous on the whole interval and the integral exists. The Lean proof derives integrability from continuity in the same way.

```lean
/-- The integrand of the loop integral is integrable for spacelike momentum transfer. -/
theorem integrand_integrable {r : ℝ} (hr : 0 ≤ r) :
    IntervalIntegrable (fun x : ℝ => x * (1 - x) * Real.log (1 + r * (x * (1 - x))))
      volume 0 1 := by
  apply ContinuousOn.intervalIntegrable_of_Icc zero_le_one
  apply ContinuousOn.mul (by fun_prop)
  apply ContinuousOn.log (by fun_prop)
  intro x hx
  have hw : 0 ≤ r * (x * (1 - x)) :=
    mul_nonneg hr (mul_nonneg hx.1 (sub_nonneg.2 hx.2))
  have h : 0 < 1 + r * (x * (1 - x)) := by linarith
  exact h.ne'
```

## Moments of the Feynman weight

Expanding the powers of $w$ and integrating term by term gives
$$\int_0^1 w\,dx=\frac12-\frac13=\frac16,\qquad
\int_0^1 w^2\,dx=\frac13-\frac12+\frac15=\frac1{30},$$
$$\int_0^1 w^3\,dx=\frac14-\frac35+\frac12-\frac17=\frac1{140}.$$
In the proof, `d1`, `d2` and `d3` verify the three polynomial primitives by differentiation, and the fundamental theorem of calculus evaluates them at the endpoints.

```lean
/-- The first three moments of the Feynman-parameter weight `x (1 - x)`. -/
theorem feynman_moments :
    (∫ x in (0 : ℝ)..1, x * (1 - x)) = 1 / 6 ∧
    (∫ x in (0 : ℝ)..1, (x * (1 - x)) ^ 2) = 1 / 30 ∧
    (∫ x in (0 : ℝ)..1, (x * (1 - x)) ^ 3) = 1 / 140 := by
  -- explicit polynomial primitives
  have d1 : ∀ x : ℝ, HasDerivAt (fun y : ℝ => y ^ 2 / 2 - y ^ 3 / 3) (x * (1 - x)) x := by
    intro x
    have h := ((hasDerivAt_pow 2 x).div_const 2).fun_sub ((hasDerivAt_pow 3 x).div_const 3)
    exact h.congr_deriv (by simp only [Nat.cast_ofNat, Nat.reduceSub]; ring)
  have d2 : ∀ x : ℝ, HasDerivAt (fun y : ℝ => y ^ 3 / 3 - y ^ 4 / 2 + y ^ 5 / 5)
      ((x * (1 - x)) ^ 2) x := by
    intro x
    have h := (((hasDerivAt_pow 3 x).div_const 3).fun_sub
      ((hasDerivAt_pow 4 x).div_const 2)).fun_add ((hasDerivAt_pow 5 x).div_const 5)
    exact h.congr_deriv (by simp only [Nat.cast_ofNat, Nat.reduceSub]; ring)
  have d3 : ∀ x : ℝ, HasDerivAt
      (fun y : ℝ => y ^ 4 / 4 - y ^ 5 / (5 / 3) + y ^ 6 / 2 - y ^ 7 / 7)
      ((x * (1 - x)) ^ 3) x := by
    intro x
    have h := ((((hasDerivAt_pow 4 x).div_const 4).fun_sub
      ((hasDerivAt_pow 5 x).div_const (5 / 3))).fun_add
      ((hasDerivAt_pow 6 x).div_const 2)).fun_sub ((hasDerivAt_pow 7 x).div_const 7)
    exact h.congr_deriv (by simp only [Nat.cast_ofNat, Nat.reduceSub]; ring)
  have h1 := intervalIntegral.integral_eq_sub_of_hasDerivAt (a := 0) (b := 1)
    (fun x _ => d1 x) (Continuous.intervalIntegrable (by fun_prop) 0 1)
  have h2 := intervalIntegral.integral_eq_sub_of_hasDerivAt (a := 0) (b := 1)
    (fun x _ => d2 x) (Continuous.intervalIntegrable (by fun_prop) 0 1)
  have h3 := intervalIntegral.integral_eq_sub_of_hasDerivAt (a := 0) (b := 1)
    (fun x _ => d3 x) (Continuous.intervalIntegrable (by fun_prop) 0 1)
  exact ⟨h1.trans (by norm_num), h2.trans (by norm_num), h3.trans (by norm_num)⟩
```

The large-momentum constant needs the moment of $w\log w$. Since $t\log t\to 0$ as $t\to 0^+$, this function extends continuously to the endpoints with value zero. Lean's convention `Real.log 0 = 0` gives the same value there.

```lean
/-- The function `x (1 - x) log (x (1 - x))` is continuous, endpoints included. -/
theorem continuous_log_weight :
    Continuous (fun x : ℝ => x * (1 - x) * Real.log (x * (1 - x))) :=
  Real.continuous_mul_log.comp (by fun_prop : Continuous fun x : ℝ => x * (1 - x))
```

To integrate it, write $\log w=\log x+\log(1-x)$ for $0<x<1$. The function
$$G(x)=\Bigl(\frac{x^2}{2}-\frac{x^3}{3}\Bigr)\log x-\frac{x^2}{4}+\frac{x^3}{9}$$
satisfies $G'(x)=x(1-x)\log x$ for $x>0$. By the reflection $x\mapsto 1-x$, the function $G(x)-G(1-x)$ is a primitive of $w\log w$. With $G(0)=0$ and $G(1)=-\tfrac14+\tfrac19=-\tfrac5{36}$,
$$\int_0^1 w\log w\,dx=2\bigl(G(1)-G(0)\bigr)=-\frac5{18}.$$
The derivative formula for $G$ was obtained for positive arguments, which here means $0<x<1$, so the proof uses the version of the fundamental theorem that asks for continuity on the closed interval and a derivative on the open one.

```lean
/-- The logarithmic moment of the Feynman-parameter weight equals `-5/18`. -/
theorem log_moment :
    (∫ x in (0 : ℝ)..1, x * (1 - x) * Real.log (x * (1 - x))) = -5 / 18 := by
  -- `G` is a primitive of `x (1 - x) log x`
  obtain ⟨G, hG⟩ : ∃ G : ℝ → ℝ, G = fun y =>
      (y / 2 - y ^ 2 / 3) * (y * Real.log y) - y ^ 2 / 4 + y ^ 3 / 9 := ⟨_, rfl⟩
  have hc : Continuous G := by
    rw [hG]
    exact Continuous.add (Continuous.sub (Continuous.mul (by fun_prop)
      Real.continuous_mul_log) (by fun_prop)) (by fun_prop)
  have hd : ∀ x : ℝ, 0 < x → HasDerivAt G (x * (1 - x) * Real.log x) x := by
    intro x hx
    rw [hG]
    have h := (((((hasDerivAt_id' x).div_const 2).fun_sub
      ((hasDerivAt_pow 2 x).div_const 3)).fun_mul
      (Real.hasDerivAt_mul_log hx.ne')).fun_sub
      ((hasDerivAt_pow 2 x).div_const 4)).fun_add ((hasDerivAt_pow 3 x).div_const 9)
    exact h.congr_deriv (by simp only [Nat.cast_ofNat, Nat.reduceSub]; ring)
  -- the reflection `x ↦ 1 - x` supplies the other half of the logarithm
  have hF : ∀ x ∈ Set.Ioo (0 : ℝ) 1, HasDerivAt (fun y => G y - G (1 - y))
      (x * (1 - x) * Real.log (x * (1 - x))) x := by
    intro x hx
    have h1 : 0 < 1 - x := sub_pos.2 hx.2
    have h := (hd x hx.1).fun_sub ((hd (1 - x) h1).comp_const_sub 1 x)
    refine h.congr_deriv ?_
    rw [Real.log_mul hx.1.ne' h1.ne']
    ring
  have hFc : Continuous (fun y => G y - G (1 - y)) := by fun_prop
  rw [intervalIntegral.integral_eq_sub_of_hasDerivAt_of_le zero_le_one hFc.continuousOn hF
    (continuous_log_weight.intervalIntegrable 0 1)]
  simp only [hG]
  norm_num
```

## Bounds at low momentum

Put $u=rw\ge 0$. Then $\log(1+u)\le u$. For the other direction, $\log(1+u)\ge 1-1/(1+u)$, and $(1+u)(1-u+u^2)=1+u^3\ge 1$ gives $1/(1+u)\le 1-u+u^2$. Hence
$$u-u^2\le\log(1+u)\le u .$$
Multiplying by $w\ge 0$ and integrating with the moments above yields
$$\frac r{30}-\frac{r^2}{140}\le P(r)\le\frac r{30}\qquad(r\ge 0).$$
The Lean proof establishes the inequalities at each $x$, and `integral_mono_on` carries them over to the integrals.

```lean
/-- At momentum transfer `r ≥ 0` the loop integral lies between `r/30 - r²/140`
and `r/30`. -/
theorem low_momentum_bounds {r : ℝ} (hr : 0 ≤ r) :
    r / 30 - r ^ 2 / 140 ≤ loopIntegral r ∧ loopIntegral r ≤ r / 30 := by
  obtain ⟨-, m2, m3⟩ := feynman_moments
  have i2 : IntervalIntegrable (fun x : ℝ => r * (x * (1 - x)) ^ 2) volume 0 1 :=
    Continuous.intervalIntegrable (by fun_prop) 0 1
  have i3 : IntervalIntegrable (fun x : ℝ => r ^ 2 * (x * (1 - x)) ^ 3) volume 0 1 :=
    Continuous.intervalIntegrable (by fun_prop) 0 1
  constructor
  · have h := intervalIntegral.integral_mono_on zero_le_one (i2.sub i3)
      (integrand_integrable hr) (fun x hx => by
        have hw : 0 ≤ x * (1 - x) := mul_nonneg hx.1 (sub_nonneg.2 hx.2)
        have hu : 0 ≤ r * (x * (1 - x)) := mul_nonneg hr hw
        have hp : 0 < 1 + r * (x * (1 - x)) := by linarith
        have hl := Real.one_sub_inv_le_log_of_pos hp
        have hi : (1 + r * (x * (1 - x)))⁻¹ ≤
            1 - r * (x * (1 - x)) + (r * (x * (1 - x))) ^ 2 := by
          rw [inv_eq_one_div, div_le_iff₀ hp]
          nlinarith [pow_nonneg hu 3]
        have hb : r * (x * (1 - x)) - (r * (x * (1 - x))) ^ 2 ≤
            Real.log (1 + r * (x * (1 - x))) := by linarith
        calc r * (x * (1 - x)) ^ 2 - r ^ 2 * (x * (1 - x)) ^ 3
            = x * (1 - x) * (r * (x * (1 - x)) - (r * (x * (1 - x))) ^ 2) := by ring
          _ ≤ _ := mul_le_mul_of_nonneg_left hb hw)
    have e : (∫ x in (0 : ℝ)..1, (r * (x * (1 - x)) ^ 2 - r ^ 2 * (x * (1 - x)) ^ 3))
        = r / 30 - r ^ 2 / 140 := by
      rw [intervalIntegral.integral_sub i2 i3, intervalIntegral.integral_const_mul,
        intervalIntegral.integral_const_mul, m2, m3]
      ring
    exact e.symm.le.trans h
  · have h := intervalIntegral.integral_mono_on zero_le_one (integrand_integrable hr) i2
      (fun x hx => by
        have hw : 0 ≤ x * (1 - x) := mul_nonneg hx.1 (sub_nonneg.2 hx.2)
        have hu : 0 ≤ r * (x * (1 - x)) := mul_nonneg hr hw
        have hl : Real.log (1 + r * (x * (1 - x))) ≤ r * (x * (1 - x)) := by
          linarith [Real.log_le_sub_one_of_pos
            (show 0 < 1 + r * (x * (1 - x)) by linarith)]
        calc x * (1 - x) * Real.log (1 + r * (x * (1 - x)))
            ≤ x * (1 - x) * (r * (x * (1 - x))) := mul_le_mul_of_nonneg_left hl hw
          _ = r * (x * (1 - x)) ^ 2 := by ring)
    have e : (∫ x in (0 : ℝ)..1, r * (x * (1 - x)) ^ 2) = r / 30 := by
      rw [intervalIntegral.integral_const_mul, m2]
      ring
    exact h.trans e.le
```

The lower bound does not extend to all negative $r$. At $r=-4$, the pair-production threshold $q^2=4m^2$, one has $1-4w=(1-2x)^2$, and the substitution $s=1-2x$ gives
$$P(-4)=\frac12\int_0^1(1-s^2)\log s\,ds=-\frac49 ,$$
whereas the lower bound would require at least $-\tfrac4{30}-\tfrac{16}{140}=-\tfrac{26}{105}$. In the spacelike region, the sharper inequality $\log(1+u)\ge u-u^2/2$ would improve the lower bound to $r/30-r^2/280$ by the same integration. Both of these observations are informal additions to the theorem above.

## Bounds at high momentum

For $r>0$ and $w>0$,
$$\log(1+rw)-\log r-\log w=\log\Bigl(1+\frac1{rw}\Bigr),$$
which lies between $0$ and $1/(rw)$. Multiplication by $w$ removes the singular factor:
$$w\log r+w\log w\le w\log(1+rw)\le w\log r+w\log w+\frac1r .$$
At $w=0$ this reads $0\le 0\le 1/r$. The lemma treats the two cases separately. For $w>0$ it applies $\log t\le t-1$ to $t=(1+rw)/(rw)$.

```lean
/-- For `r > 0` and `w ≥ 0`, replacing `log (1 + r w)` by `log r + log w` in the product `w log (1 +
r w)` lowers it by an amount between `0` and `1/r`. -/
theorem log_split {r w : ℝ} (hr : 0 < r) (hw : 0 ≤ w) :
    w * Real.log r + w * Real.log w ≤ w * Real.log (1 + r * w) ∧
    w * Real.log (1 + r * w) ≤ w * Real.log r + w * Real.log w + 1 / r := by
  rcases hw.eq_or_lt with h | h
  · subst h
    simp [hr.le]
  · have hrw : 0 < r * w := mul_pos hr h
    have e : Real.log (r * w) = Real.log r + Real.log w := Real.log_mul hr.ne' h.ne'
    have h1 : Real.log (r * w) ≤ Real.log (1 + r * w) := Real.log_le_log hrw (by linarith)
    have h2 := Real.log_le_sub_one_of_pos (show 0 < (1 + r * w) / (r * w) by positivity)
    rw [Real.log_div (by positivity) hrw.ne', e] at h2
    rw [e] at h1
    have h3 : w * ((1 + r * w) / (r * w) - 1) = 1 / r := by
      have hq : (1 + r * w) / (r * w) - 1 = 1 / (r * w) := by
        rw [add_div, div_self hrw.ne', add_sub_cancel_right]
      rw [hq, mul_one_div, div_eq_div_iff hrw.ne' hr.ne']
      ring
    have h4 := mul_le_mul_of_nonneg_left h2 h.le
    rw [h3] at h4
    constructor
    · nlinarith [mul_le_mul_of_nonneg_left h1 h.le]
    · nlinarith
```

The error $1/r$ does not depend on $x$, so integration over the unit interval leaves it unchanged. With $\int_0^1 w\,dx=1/6$ and the logarithmic moment $-5/18$,
$$0\le P(r)-\frac{\log r}{6}+\frac5{18}\le\frac1r\qquad(r>0).$$
In the proof, `e` and `e'` evaluate the lower and upper comparison integrals, and `lo` and `hi` place $P(r)$ between them.

```lean
/-- At momentum transfer `r > 0` the loop integral exceeds `(log r)/6 - 5/18` by an amount
between `0` and `1/r`. -/
theorem high_momentum_bounds {r : ℝ} (hr : 0 < r) :
    0 ≤ loopIntegral r - Real.log r / 6 + 5 / 18 ∧
    loopIntegral r - Real.log r / 6 + 5 / 18 ≤ 1 / r := by
  have i1 : IntervalIntegrable (fun x : ℝ => x * (1 - x) * Real.log r) volume 0 1 :=
    Continuous.intervalIntegrable (by fun_prop) 0 1
  have i2 := continuous_log_weight.intervalIntegrable (μ := volume) 0 1
  have i3 : IntervalIntegrable (fun _ : ℝ => 1 / r) volume 0 1 :=
    continuous_const.intervalIntegrable 0 1
  have e : (∫ x in (0 : ℝ)..1,
      (x * (1 - x) * Real.log r + x * (1 - x) * Real.log (x * (1 - x))))
      = Real.log r / 6 - 5 / 18 := by
    rw [intervalIntegral.integral_add i1 i2, intervalIntegral.integral_mul_const,
      feynman_moments.1, log_moment]
    ring
  have e' : (∫ x in (0 : ℝ)..1,
      (x * (1 - x) * Real.log r + x * (1 - x) * Real.log (x * (1 - x)) + 1 / r))
      = Real.log r / 6 - 5 / 18 + 1 / r := by
    rw [intervalIntegral.integral_add (i1.add i2) i3, e, intervalIntegral.integral_const,
      sub_zero, one_smul]
  have lo := intervalIntegral.integral_mono_on zero_le_one (i1.add i2)
    (integrand_integrable hr.le)
    (fun x hx => (log_split hr (mul_nonneg hx.1 (sub_nonneg.2 hx.2))).1)
  have hi := intervalIntegral.integral_mono_on zero_le_one (integrand_integrable hr.le)
    ((i1.add i2).add i3)
    (fun x hx => (log_split hr (mul_nonneg hx.1 (sub_nonneg.2 hx.2))).2)
  have lo' : Real.log r / 6 - 5 / 18 ≤ loopIntegral r := e.symm.le.trans lo
  have hi' : loopIntegral r ≤ Real.log r / 6 - 5 / 18 + 1 / r := hi.trans e'.le
  constructor <;> linarith
```

## The two limits

Dividing the low-momentum bounds by $r>0$ gives
$$\frac1{30}-\frac r{140}\le\frac{P(r)}r\le\frac1{30},$$
and the high-momentum bounds rearrange to
$$-\frac5{18}\le P(r)-\frac{\log r}6\le-\frac5{18}+\frac1r .$$
In each line the outer expressions share a limit, so the middle one has it too.

The theorem states the upper bound for every $r>0$ together with both limits. `Tendsto` expresses convergence, `𝓝[>] 0` means that $r$ approaches zero through positive values, and `atTop` means that $r$ grows without bound. The two squeezes are the two branches of the proof.

```lean
/-- The loop integral is at most `r/30` for `r > 0`, its ratio to `r` tends to `1/30` as
`r` decreases to zero, and its difference from `(log r)/6` tends to `-5/18` as `r` grows. -/
theorem vacuum_polarisation_asymptotics :
    (∀ r : ℝ, 0 < r → loopIntegral r ≤ r / 30) ∧
    Tendsto (fun r => loopIntegral r / r) (𝓝[>] 0) (𝓝 (1 / 30)) ∧
    Tendsto (fun r => loopIntegral r - Real.log r / 6) atTop (𝓝 (-5 / 18)) := by
  refine ⟨fun r hr => (low_momentum_bounds hr.le).2, ?_, ?_⟩
  · -- squeeze between `1/30 - r/140` and `1/30`
    have hl : Tendsto (fun r : ℝ => 1 / 30 - r / 140) (𝓝[>] 0) (𝓝 (1 / 30)) :=
      (Continuous.tendsto' (by fun_prop) 0 (1 / 30) (by norm_num)).mono_left
        nhdsWithin_le_nhds
    refine tendsto_of_tendsto_of_tendsto_of_le_of_le' hl tendsto_const_nhds ?_ ?_
    · filter_upwards [self_mem_nhdsWithin] with r hr
      have hr' : 0 < r := hr
      rw [le_div_iff₀ hr']
      nlinarith [(low_momentum_bounds hr'.le).1]
    · filter_upwards [self_mem_nhdsWithin] with r hr
      have hr' : 0 < r := hr
      rw [div_le_iff₀ hr']
      linarith [(low_momentum_bounds hr'.le).2]
  · -- squeeze between `-5/18` and `-5/18 + 1/r`
    have hu : Tendsto (fun r : ℝ => -5 / 18 + 1 / r) atTop (𝓝 (-5 / 18)) := by
      simpa using (tendsto_inv_atTop_zero (𝕜 := ℝ)).const_add (-5 / 18 : ℝ)
    refine tendsto_of_tendsto_of_tendsto_of_le_of_le' tendsto_const_nhds hu ?_ ?_
    · filter_upwards [eventually_gt_atTop (0 : ℝ)] with r hr
      linarith [(high_momentum_bounds hr).1]
    · filter_upwards [eventually_gt_atTop (0 : ℝ)] with r hr
      linarith [(high_momentum_bounds hr).2]
```

For one fermion species at one loop, the coefficient $1/30$ fixes the contact approximation to the Uehling potential, a short-range correction to the Coulomb attraction in atoms.

## Error of the logarithmic running coupling

Multiplying the high-momentum estimate by $2/\pi$ turns $(\log r)/6-5/18$ into $(\log r-5/3)/(3\pi)$. Therefore
$$\left|\frac1{\alpha(r)}-\left(a-\frac{\log r-5/3}{3\pi}\right)\right|\le\frac2{\pi r}\qquad(r>0).$$
The proof rewrites the difference as $-2/\pi$ times the quantity already bounded between $0$ and $1/r$, which settles the absolute value.

The estimate measures the error of the asymptotic formula within the one-loop model. It does not bound higher loops or the contributions of other charged particles.

```lean
/-- For `r > 0` the one-loop inverse coupling differs from `a - (log r - 5/3) / (3π)` by at most `2
/ (π r)`. -/
theorem running_coupling_error (a : ℝ) {r : ℝ} (hr : 0 < r) :
    |inverseCoupling a r - (a - (Real.log r - 5 / 3) / (3 * Real.pi))|
      ≤ 2 / (Real.pi * r) := by
  have h := high_momentum_bounds hr
  have hp : 0 ≤ 2 / Real.pi := by positivity
  have e : inverseCoupling a r - (a - (Real.log r - 5 / 3) / (3 * Real.pi))
      = -(2 / Real.pi * (loopIntegral r - Real.log r / 6 + 5 / 18)) := by
    unfold inverseCoupling
    ring
  rw [e, abs_neg, abs_of_nonneg (mul_nonneg hp h.1)]
  calc 2 / Real.pi * (loopIntegral r - Real.log r / 6 + 5 / 18)
      ≤ 2 / Real.pi * (1 / r) := mul_le_mul_of_nonneg_left h.2 hp
    _ = 2 / (Real.pi * r) := by ring

end

end VacuumPolarisation
```

```lean
#print axioms VacuumPolarisation.vacuum_polarisation_asymptotics
#print axioms VacuumPolarisation.running_coupling_error
```

```
'VacuumPolarisation.vacuum_polarisation_asymptotics' depends on axioms: [propext, Classical.choice, Quot.sound]
'VacuumPolarisation.running_coupling_error' depends on axioms: [propext, Classical.choice, Quot.sound]
```
